# The full contraction of a Voigt unit tensor with itself is 1 for normal and 2 for shear components

In Voigt notation the six independent components of a symmetric 3×3 tensor, such as stress or strain, are numbered in the order 11, 22, 33, 23, 13, 12. To each number `I` belongs a real symmetric unit tensor, with ones at the places of that component and zeros elsewhere. The theorem states that the sum of the squares of its entries, which is its full contraction with itself, equals the multiplicity `weight I`: 1 for a normal component and 2 for a shear component. The shear tensors are thus not normalised; divided by their norm √2, they would give 1 as well. The attempt treats the six values of `I` separately and has `norm_num` unfold the definitions, write out the sums and evaluate them.

The failing Lean file:

```lean
import Mathlib

open Matrix

namespace VoigtScaling

noncomputable section

/-- First tensor index of each Voigt index, in the order 11, 22, 33, 23, 13, 12. -/
def row : Fin 6 → Fin 3 := ![0, 1, 2, 1, 0, 0]

/-- Second tensor index of each Voigt index, in the order 11, 22, 33, 23, 13, 12. -/
def col : Fin 6 → Fin 3 := ![0, 1, 2, 2, 2, 1]

/-- The multiplicity of a Voigt index: 1 for normal and 2 for shear components. -/
def weight (I : Fin 6) : ℝ := if row I = col I then 1 else 2

/-- The full contraction `σ_ij e_ij` of stress and strain. -/
def work (σ e : Matrix (Fin 3) (Fin 3) ℝ) : ℝ := ∑ i, ∑ j, σ i j * e i j

/-- The symmetric tensor whose only non-zero entries are ones at the places
belonging to the Voigt index `I`. -/
def unitTensor (I : Fin 6) : Matrix (Fin 3) (Fin 3) ℝ :=
  Matrix.of fun i j =>
    if (i = row I ∧ j = col I) ∨ (i = col I ∧ j = row I) then 1 else 0

/-- The contraction of a unit tensor with itself is the multiplicity of its Voigt index. -/
theorem work_unitTensor (I : Fin 6) :
    work (unitTensor I) (unitTensor I) = weight I := by
  fin_cases I <;>
    norm_num [work, unitTensor, weight, row, col, Fin.sum_univ_three]

end

end VoigtScaling
```

Lean reports:

```
Main.lean:29:53: error: unsolved goals
case «0»
⊢ (1 + if 2 = 0 then if 2 = 0 then 1 else 0 else 0) +
      ((if 2 = 0 then if 2 = 0 then 1 else 0 else 0) + if 2 = 0 then if 2 = 0 then 1 else 0 else 0) =
    1

case «1»
⊢ (1 + if 2 = 1 then if 2 = 1 then 1 else 0 else 0) +
      ((if 2 = 1 then if 2 = 1 then 1 else 0 else 0) + if 2 = 1 then if 2 = 1 then 1 else 0 else 0) =
    1

case «2»
⊢ (((if 0 = 2 then if 0 = 2 then 1 else 0 else 0) + if 0 = 2 ∧ 1 = 2 then if 0 = 2 ∧ 1 = 2 then 1 else 0 else 0) +
          if 0 = 2 then if 0 = 2 then 1 else 0 else 0) +
        (((if 1 = 2 ∧ 0 = 2 then if 1 = 2 ∧ 0 = 2 then 1 else 0 else 0) + if 1 = 2 then if 1 = 2 then 1 else 0 else 0) +
          if 1 = 2 then if 1 = 2 then 1 else 0 else 0) +
      (((if 0 = 2 then if 0 = 2 then 1 else 0 else 0) + if 1 = 2 then if 1 = 2 then 1 else 0 else 0) + 1) =
    1

case «3»
⊢ ((if 0 = 2 then if 0 = 2 then 1 else 0 else 0) + if 0 = 2 ∧ 2 = 1 then if 0 = 2 ∧ 2 = 1 then 1 else 0 else 0) +
        (((if 0 = 2 then if 0 = 2 then 1 else 0 else 0) + if 1 = 2 then if 1 = 2 then 1 else 0 else 0) + 1) +
      ((if 2 = 1 ∧ 0 = 2 then if 2 = 1 ∧ 0 = 2 then 1 else 0 else 0) + 1 +
        if 2 = 1 then if 2 = 1 then 1 else 0 else 0) =
    if 1 = 2 then 1 else 2

case «4»
⊢ ((if 0 = 2 then if 0 = 2 then 1 else 0 else 0) + if 1 = 2 then if 1 = 2 then 1 else 0 else 0) + 1 +
        ((if 1 = 2 then if 1 = 2 then 1 else 0 else 0) + if 1 = 2 ∧ 2 = 0 then if 1 = 2 ∧ 2 = 0 then 1 else 0 else 0) +
      ((1 + if 2 = 0 ∧ 1 = 2 then if 2 = 0 ∧ 1 = 2 then 1 else 0 else 0) +
        if 2 = 0 then if 2 = 0 then 1 else 0 else 0) =
    if 0 = 2 then 1 else 2

case «5»
⊢ (1 + if 2 = 1 then if 2 = 1 then 1 else 0 else 0) + (1 + if 2 = 0 then if 2 = 0 then 1 else 0 else 0) +
      (((if 2 = 1 then if 2 = 1 then 1 else 0 else 0) + if 2 = 0 then if 2 = 0 then 1 else 0 else 0) +
        if 2 = 0 ∧ 2 = 1 ∨ 2 = 1 ∧ 2 = 0 then if 2 = 0 ∧ 2 = 1 ∨ 2 = 1 ∧ 2 = 0 then 1 else 0 else 0) =
    2
```

The mended proof, as a diff:

```diff
@@ -29,5 +29,5 @@
     work (unitTensor I) (unitTensor I) = weight I := by
   fin_cases I <;>
-    norm_num [work, unitTensor, weight, row, col, Fin.sum_univ_three]
+    simp [work, unitTensor, weight, row, col, Fin.sum_univ_three] <;> norm_num
 
 end
```

What went wrong. The single error lists six unsolved goals, one for each Voigt index. The definitions have been unfolded and the sums written out, but `if` expressions remain whose conditions involve equations such as `2 = 0` or `1 = 2`. These are equations between tensor indices, in `Fin 3`, not between real numbers. `norm_num` settles `1 = 0` by a general simp lemma, but has none for the equations with 2. Its own numeral evaluation does not refute them either, since for that it needs a type of characteristic zero, and in `Fin 3` numerals are counted modulo 3. It also does not run the default simplification procedures of `simp`, among which is one that decides equality of `Fin` literals.

The repair therefore calls `simp` with the same list of definitions and lemmas. It decides the index equations, and the `if` expressions reduce to numbers. The added `<;> norm_num` is applied to whatever goals remain, and does the real arithmetic there, such as `1 + 1 = 2` in the shear cases.
